# Hartree stress of a finite plane-wave sum with rigid augmentation charges

Q: If I leave the strain response of the augmentation form factors out of an ultrasoft Hartree stress, the result disagrees with the strain derivative of the energy whenever that response contributes. A cell relaxation can then settle at the wrong shape. You claim a checked formula with the missing term. For which energy?

A: For a sum over a finite set S of nonzero reciprocal vectors G. The cell has volume Ω > 0, and a symmetric 3×3 matrix ε strains it with parameter t:

G_t = (1 + tε)⁻¹G,  Ω_t = Ω det(1 + tε)

E(t) = (2π/Ω_t) Σ_G |M_G(t)|² / |G_t|²

Here M_G is the Fourier coefficient of the charge per cell, in atomic units. The G = 0 term is excluded: it diverges for the electrons alone, and in a neutral crystal it is combined with the ionic terms. Vectors and strains are real arrays, and an atom at r moves to (1 + tε)r.

```lean
import Mathlib

open Matrix Filter
open scoped Real Topology ComplexConjugate

namespace UltrasoftHartreeStress

noncomputable section

/-- Vectors of real or reciprocal space. -/
abbrev Vec := Fin 3 → ℝ

/-- Strain matrices. -/
abbrev Strain := Matrix (Fin 3) (Fin 3) ℝ

/-- The strained reciprocal vector `(1 + t ε)⁻¹ G`, for `ε` symmetric and `1 + t ε` invertible. -/
def strainedG (ε : Strain) (t : ℝ) (G : Vec) : Vec := (1 + t • ε)⁻¹ *ᵥ G

/-- The strained atomic position `(1 + t ε) r`. -/
def strainedPos (ε : Strain) (t : ℝ) (r : Vec) : Vec := (1 + t • ε) *ᵥ r
```

Q: So far nothing is ultrasoft.

A: That enters through M. With atom a at τ_a, moving to τ_a(t) = (1 + tε)τ_a,

M_G(t) = N_G + Σ_a exp(−i G_t·τ_a(t)) Q_a(G_t)

The smooth part N_G is fixed, as it is when the orbitals keep their coefficients in normalised plane waves. Q_a is the Fourier transform of the augmentation charge of atom a, taken about the atom. It is a fixed function: the charge moves rigidly with its atom, and strain changes only the vectors G_t at which Q_a is sampled.

```lean
/-- The structure phase `exp(-i G·r)` of an atom at `r`. -/
def phase (G r : Vec) : ℂ := Complex.exp (-Complex.I * ((G ⬝ᵥ r : ℝ) : ℂ))

/-- Fourier coefficient of the charge per cell: a smooth part `N G`, fixed under strain, plus
the augmentation charges `Q a` carried by the atoms at `τ a`. -/
def cellDensity {ι : Type*} [Fintype ι] (N : Vec → ℂ) (τ : ι → Vec) (Q : ι → Vec → ℂ)
    (ε : Strain) (t : ℝ) (G : Vec) : ℂ :=
  N G + ∑ a, phase (strainedG ε t G) (strainedPos ε t (τ a)) * Q a (strainedG ε t G)
```

Q: In my code the augmentation charge carries weights from projector overlaps, and those change under strain.

A: Here they are constants absorbed into Q_a. The formula therefore serves variable-cell plane-wave calculations as the Hartree contribution at fixed weights and with a finite G set, not as the whole ultrasoft stress. Projector response, exchange-correlation and the other energy terms are absent.

```lean
/-- Hartree energy `(2π/Ω_t) ∑ |M|²/|G_t|²` of the strained cell, `Ω_t = Ω det(1 + t ε)`; its domain
is symmetric `ε`, `Ω_t > 0` and nonzero `G`. -/
def hartreeEnergy (Ω : ℝ) (ε : Strain) (S : Finset Vec) (M : ℝ → Vec → ℂ) (t : ℝ) : ℝ :=
  2 * π / (Ω * (1 + t • ε).det) *
    ∑ G ∈ S, ‖M t G‖ ^ 2 / (strainedG ε t G ⬝ᵥ strainedG ε t G)
```

Q: And the potential? I don't want it defined to make the answer come out.

A: It is any V that satisfies the Poisson equation of the unstrained density on S:

Ω|G|² V_G = 4π M_G

Since Ω > 0 and G ≠ 0, this gives V_G = 4πM_G/(Ω|G|²), with M_G taken at t = 0.

```lean
/-- Poisson equation in reciprocal space, `Ω |G|² V_G = 4π M_G` for every `G` in `S`. -/
def SolvesPoisson (Ω : ℝ) (S : Finset Vec) (M V : Vec → ℂ) : Prop :=
  ∀ G ∈ S, ((Ω * (G ⬝ᵥ G) : ℝ) : ℂ) * V G = ((4 * π : ℝ) : ℂ) * M G
```

Q: Then state the result.

A: Write DQ_a(G)[εG] for the derivative of Q_a at G along εG, that is, ∇Q_a·εG. At t = 0,

E′ = −tr(ε) E + (4π/Ω) Σ_G |M_G|² (G·εG)/|G|⁴ − Σ_G Re( conj(V_G) Σ_a exp(−iG·τ_a) DQ_a(G)[εG] )

The terms come from the volume, the Coulomb kernel and the augmentation charges. Dividing E′ by Ω gives the stress contracted with ε, up to your sign convention.

Q: Start with the volume.

A: The determinant is a cubic in t:

det(1 + tε) = 1 + t tr(ε) + c t² + t³ det(ε)

where c is the sum of the principal 2×2 minors. Its slope at zero is tr(ε), so 2π/Ω_t has slope −tr(ε)·2π/Ω. In `volume_hasDerivAt`, `ring` checks the expansion and the polynomial is differentiated term by term. Continuity then keeps the determinant nonzero near t = 0, so the inverse in G_t is a true one there.

```lean
lemma strainedG_zero (ε : Strain) (G : Vec) : strainedG ε 0 G = G := by
  simp [strainedG]

/-- The relative volume `det(1 + t ε)` changes at the rate `tr ε` at zero strain. -/
theorem volume_hasDerivAt (ε : Strain) :
    HasDerivAt (fun t : ℝ => (1 + t • ε).det) ε.trace 0 := by
  -- the determinant is a cubic polynomial in t
  have h : (fun t : ℝ => (1 + t • ε).det) = fun t : ℝ => 1 + ε.trace * t +
      (ε 0 0 * ε 1 1 - ε 0 1 * ε 1 0 + ε 0 0 * ε 2 2 - ε 0 2 * ε 2 0
        + ε 1 1 * ε 2 2 - ε 1 2 * ε 2 1) * t ^ 2 + ε.det * t ^ 3 := by
    funext t
    simp [Matrix.det_fin_three, Matrix.trace_fin_three]
    ring
  rw [h]
  have h1 := ((hasDerivAt_id' (0 : ℝ)).const_mul ε.trace).const_add 1
  have h2 := (hasDerivAt_pow 2 (0 : ℝ)).const_mul
    (ε 0 0 * ε 1 1 - ε 0 1 * ε 1 0 + ε 0 0 * ε 2 2 - ε 0 2 * ε 2 0
      + ε 1 1 * ε 2 2 - ε 1 2 * ε 2 1)
  have h3 := (hasDerivAt_pow 3 (0 : ℝ)).const_mul ε.det
  exact ((h1.fun_add h2).fun_add h3).congr_deriv (by simp)

lemma eventually_det_ne (ε : Strain) : ∀ᶠ t : ℝ in 𝓝 0, (1 + t • ε).det ≠ 0 :=
  (volume_hasDerivAt ε).continuousAt.eventually_ne (by simp)
```

Q: How do you differentiate the inverse matrix?

A: By avoiding it. From (1 + tε)G_t = G we get, for small t ≠ 0,

(G_t − G)/t = −εG_t

and G_t → G gives G′ = −εG. The proof follows the same route: the adjugate formula supplies continuity, `key` is the identity above multiplied by t, and the limit of the slope is the derivative.

```lean
/-- At `t = 0` the vector `(1 + t ε)⁻¹ G` changes at the rate `-ε G`. -/
theorem strainedG_hasDerivAt (ε : Strain) (G : Vec) :
    HasDerivAt (fun t => strainedG ε t G) (-(ε *ᵥ G)) 0 := by
  have hc : ContinuousAt (fun t => strainedG ε t G) 0 := by
    have e : (fun t => strainedG ε t G) =
        fun t : ℝ => ((1 + t • ε).det)⁻¹ • ((1 + t • ε).adjugate *ᵥ G) := by
      funext t
      simp only [strainedG, Matrix.inv_def, Ring.inverse_eq_inv', Matrix.smul_mulVec]
    have ha : Continuous (fun t : ℝ => (1 + t • ε).adjugate *ᵥ G) :=
      (continuous_const.add (continuous_id.smul continuous_const)).matrix_adjugate.matrix_mulVec
        continuous_const
    rw [e]
    exact ((volume_hasDerivAt ε).continuousAt.inv₀ (by simp)).smul ha.continuousAt
  have hm : Continuous (fun v : Vec => -(ε *ᵥ v)) :=
    (continuous_const.matrix_mulVec continuous_id).neg
  have hlim : Tendsto (fun t => -(ε *ᵥ strainedG ε t G)) (𝓝[≠] 0) (𝓝 (-(ε *ᵥ G))) := by
    have h := (hm.tendsto (strainedG ε 0 G)).comp hc.tendsto
    rw [strainedG_zero] at h
    exact h.mono_left nhdsWithin_le_nhds
  rw [hasDerivAt_iff_tendsto_slope]
  refine hlim.congr' ?_
  filter_upwards [self_mem_nhdsWithin, nhdsWithin_le_nhds (eventually_det_ne ε)] with t ht hd
  have ht' : t ≠ 0 := ht
  -- (1 + t ε) G_t = G gives the difference quotient exactly
  have h : (1 + t • ε) *ᵥ strainedG ε t G = G := by
    rw [strainedG, Matrix.mulVec_mulVec, Matrix.mul_nonsing_inv _ (isUnit_iff_ne_zero.2 hd),
      Matrix.one_mulVec]
  rw [Matrix.add_mulVec, Matrix.one_mulVec, Matrix.smul_mulVec] at h
  have key : strainedG ε t G - G = -(t • (ε *ᵥ strainedG ε t G)) := by
    linear_combination (norm := module) h
  rw [slope_def_module, sub_zero, strainedG_zero, key, smul_neg, smul_smul,
    inv_mul_cancel₀ ht', one_smul]
```

Q: The atoms move too. Where are the derivatives of their structure phases?

A: They vanish, because the phase is constant:

G_t·(1 + tε)τ_a = ((1 + tε)ᵀG_t)·τ_a = ((1 + tε)G_t)·τ_a = G·τ_a

The middle equality uses εᵀ = ε. For a general deformation, reciprocal vectors transform with the inverse transpose; symmetry is what lets G_t be written with the plain inverse. `phase_invariant` moves the matrix across the dot product in the same way.

```lean
/-- Structure phases do not change under a symmetric strain with `1 + t ε` invertible. -/
theorem phase_invariant (ε : Strain) (hε : εᵀ = ε) (t : ℝ) (ht : (1 + t • ε).det ≠ 0)
    (G r : Vec) : phase (strainedG ε t G) (strainedPos ε t r) = phase G r := by
  have hA : (1 + t • ε)ᵀ = 1 + t • ε := by
    rw [Matrix.transpose_add, Matrix.transpose_one, Matrix.transpose_smul, hε]
  have hv : strainedG ε t G ᵥ* (1 + t • ε) = G := by
    rw [← hA, Matrix.vecMul_transpose, strainedG, Matrix.mulVec_mulVec,
      Matrix.mul_nonsing_inv _ (isUnit_iff_ne_zero.2 ht), Matrix.one_mulVec]
  rw [phase, phase, strainedPos, Matrix.dotProduct_mulVec, hv]
```

Q: Now the energy itself.

A: First let M be any density differentiable in t, with derivative M′_G. Then

(|G_t|²)′ = 2G·G′ = −2 G·εG

(|M_G|²)′ = 2 Re(conj(M_G) M′_G)

and the quotient rule gives

(|M_G|²/|G_t|²)′ = 2|M_G|² (G·εG)/|G|⁴ + 2 Re(conj(M_G) M′_G)/|G|²

Multiply by 2π/Ω. The first part becomes the kernel term. The second is

(4π/(Ω|G|²)) Re(conj(M_G) M′_G) = Re(conj(V_G) M′_G)

Summing over G and adding the slope of the prefactor gives E′. In the proof `hA` is the prefactor, `hterm` the quotient rule and `hpot` the Poisson step. A strain response of the weights could enter here through M′, if you supply it.

```lean
/-- Derivative of `hartreeEnergy` at `t = 0` for any coefficients `M` differentiable there, with
`Ω > 0`, nonzero `G` and `V` the potential of the unstrained density. -/
theorem hartree_hasDerivAt {Ω : ℝ} (hΩ : 0 < Ω) (ε : Strain) (S : Finset Vec)
    (hS : ∀ G ∈ S, G ≠ 0) (M : ℝ → Vec → ℂ) (M' V : Vec → ℂ)
    (hM : ∀ G ∈ S, HasDerivAt (fun t => M t G) (M' G) 0) (hV : SolvesPoisson Ω S (M 0) V) :
    HasDerivAt (hartreeEnergy Ω ε S M)
      (-ε.trace * hartreeEnergy Ω ε S M 0
        + 4 * π / Ω * ∑ G ∈ S, ‖M 0 G‖ ^ 2 * (G ⬝ᵥ ε *ᵥ G) / (G ⬝ᵥ G) ^ 2
        + ∑ G ∈ S, (conj (V G) * M' G).re) 0 := by
  have hq : ∀ G ∈ S, G ⬝ᵥ G ≠ 0 := fun G hG h => hS G hG (dotProduct_self_eq_zero.1 h)
  -- the volume prefactor
  have hA : HasDerivAt (fun t : ℝ => 2 * π / (Ω * (1 + t • ε).det))
      (-ε.trace * (2 * π / Ω)) 0 := by
    refine ((hasDerivAt_const (0 : ℝ) (2 * π)).fun_div ((volume_hasDerivAt ε).const_mul Ω)
      (by simp [hΩ.ne'])).congr_deriv ?_
    simp only [zero_smul, add_zero, Matrix.det_one, mul_one]
    rw [div_eq_iff (pow_ne_zero 2 hΩ.ne')]
    have h : Ω * Ω⁻¹ = 1 := mul_inv_cancel₀ hΩ.ne'
    linear_combination 2 * π * ε.trace * Ω * h
  -- each Coulomb term
  have hterm : ∀ G ∈ S, HasDerivAt
      (fun t => ‖M t G‖ ^ 2 / (strainedG ε t G ⬝ᵥ strainedG ε t G))
      (2 * ‖M 0 G‖ ^ 2 * (G ⬝ᵥ ε *ᵥ G) / (G ⬝ᵥ G) ^ 2
        + 2 * (conj (M 0 G) * M' G).re / (G ⬝ᵥ G)) 0 := by
    intro G hG
    have hi := hasDerivAt_pi.1 (strainedG_hasDerivAt ε G)
    have hsq : HasDerivAt (fun t => strainedG ε t G ⬝ᵥ strainedG ε t G)
        (-2 * (G ⬝ᵥ ε *ᵥ G)) 0 := by
      refine (HasDerivAt.fun_sum (u := Finset.univ)
        fun i _ => (hi i).fun_mul (hi i)).congr_deriv ?_
      simp only [strainedG_zero, Pi.neg_apply, dotProduct, Fin.sum_univ_three]
      ring
    have hn : HasDerivAt (fun t => ‖M t G‖ ^ 2) (2 * (conj (M 0 G) * M' G).re) 0 :=
      (hM G hG).norm_sq.congr_deriv (by simp [Complex.inner, mul_comm])
    refine (hn.fun_div hsq (by rw [strainedG_zero]; exact hq G hG)).congr_deriv ?_
    simp only [strainedG_zero]
    rw [div_add_div _ _ (pow_ne_zero 2 (hq G hG)) (hq G hG),
      div_eq_div_iff (pow_ne_zero 2 (hq G hG)) (mul_ne_zero (pow_ne_zero 2 (hq G hG)) (hq G hG))]
    ring
  -- the Poisson equation turns the density response into a potential term
  have hpot : ∀ G ∈ S, (conj (V G) * M' G).re =
      4 * π / (Ω * (G ⬝ᵥ G)) * (conj (M 0 G) * M' G).re := by
    intro G hG
    have hne : Ω * (G ⬝ᵥ G) ≠ 0 := mul_ne_zero hΩ.ne' (hq G hG)
    have e : V G = ((4 * π / (Ω * (G ⬝ᵥ G)) : ℝ) : ℂ) * M 0 G := by
      apply mul_left_cancel₀ (Complex.ofReal_ne_zero.2 hne)
      rw [hV G hG, ← mul_assoc, ← Complex.ofReal_mul, mul_div_cancel₀ _ hne]
    rw [e, map_mul, Complex.conj_ofReal, mul_assoc, Complex.re_ofReal_mul]
  have key : 2 * π / Ω * ∑ G ∈ S, (2 * ‖M 0 G‖ ^ 2 * (G ⬝ᵥ ε *ᵥ G) / (G ⬝ᵥ G) ^ 2
        + 2 * (conj (M 0 G) * M' G).re / (G ⬝ᵥ G)) =
      4 * π / Ω * ∑ G ∈ S, ‖M 0 G‖ ^ 2 * (G ⬝ᵥ ε *ᵥ G) / (G ⬝ᵥ G) ^ 2
        + ∑ G ∈ S, (conj (V G) * M' G).re := by
    simp only [Finset.mul_sum]
    rw [← Finset.sum_add_distrib]
    refine Finset.sum_congr rfl fun G hG => ?_
    rw [hpot G hG]
    ring
  refine (hA.fun_mul (HasDerivAt.fun_sum hterm)).congr_deriv ?_
  simp only [hartreeEnergy, zero_smul, add_zero, Matrix.det_one, mul_one, strainedG_zero]
  linear_combination key
```

Q: And M′ for the ultrasoft density?

A: N_G and the phases are constant, so only Q_a(G_t) varies. The chain rule with G′ = −εG gives

M′_G = −Σ_a exp(−iG·τ_a) DQ_a(G)[εG]

In Lean, `fderiv ℝ (Q a) G (ε *ᵥ G)` is DQ_a(G)[εG]. The phases are replaced by their constant values only for t near zero, which is enough for a derivative there.

```lean
/-- To first order at `t = 0`, a symmetric strain changes the cell density only through the
gradients of the augmentation charges, which are assumed differentiable at `G`. -/
theorem cellDensity_hasDerivAt {ι : Type*} [Fintype ι] (N : Vec → ℂ) (τ : ι → Vec)
    (Q : ι → Vec → ℂ) (ε : Strain) (hε : εᵀ = ε) (G : Vec)
    (hQ : ∀ a, DifferentiableAt ℝ (Q a) G) :
    HasDerivAt (fun t => cellDensity N τ Q ε t G)
      (-∑ a, phase G (τ a) * fderiv ℝ (Q a) G (ε *ᵥ G)) 0 := by
  have h1 : ∀ a, HasDerivAt (fun t => Q a (strainedG ε t G))
      (fderiv ℝ (Q a) G (-(ε *ᵥ G))) 0 := by
    intro a
    have h : HasFDerivAt (Q a) (fderiv ℝ (Q a) G) (strainedG ε 0 G) := by
      rw [strainedG_zero]
      exact (hQ a).hasFDerivAt
    exact h.comp_hasDerivAt 0 (strainedG_hasDerivAt ε G)
  have h2 := (HasDerivAt.fun_sum (u := Finset.univ)
    fun a _ => (h1 a).const_mul (phase G (τ a))).const_add (N G)
  refine (h2.congr_of_eventuallyEq ?_).congr_deriv ?_
  · filter_upwards [eventually_det_ne ε] with t ht
    simp only [cellDensity, phase_invariant ε hε t ht]
  · simp only [map_neg, mul_neg, Finset.sum_neg_distrib]
```

Q: What must I grant for the final theorem?

A: Positive volume (`hΩ`), symmetric strain (`hε`), no zero vector in S (`hS`), the Poisson equation (`hV`) and differentiability of each Q_a at each G in S (`hQ`). The last holds for any integrable augmentation charge confined to a sphere around its atom, because its Fourier transform is smooth. `HasDerivAt … 0` then says that E is differentiable at t = 0 with the stated derivative. The proof inserts M′ into the general formula and moves the minus sign outside the sums.

```lean
/-- Hartree stress with ultrasoft augmentation: for symmetric strain, `Ω > 0`, nonzero `G` and
differentiable `Q a`, the energy derivative at `t = 0` is a volume term plus a Coulomb-kernel term
minus the potential acting on the gradients of the augmentation charges. -/
theorem ultrasoft_hartree_stress {ι : Type*} [Fintype ι] {Ω : ℝ} (hΩ : 0 < Ω)
    (ε : Strain) (hε : εᵀ = ε) (S : Finset Vec) (hS : ∀ G ∈ S, G ≠ 0)
    (N : Vec → ℂ) (τ : ι → Vec) (Q : ι → Vec → ℂ)
    (hQ : ∀ G ∈ S, ∀ a, DifferentiableAt ℝ (Q a) G)
    (V : Vec → ℂ) (hV : SolvesPoisson Ω S (cellDensity N τ Q ε 0) V) :
    HasDerivAt (hartreeEnergy Ω ε S (cellDensity N τ Q ε))
      (-ε.trace * hartreeEnergy Ω ε S (cellDensity N τ Q ε) 0
        + 4 * π / Ω * ∑ G ∈ S,
            ‖cellDensity N τ Q ε 0 G‖ ^ 2 * (G ⬝ᵥ ε *ᵥ G) / (G ⬝ᵥ G) ^ 2
        - ∑ G ∈ S,
            (conj (V G) * ∑ a, phase G (τ a) * fderiv ℝ (Q a) G (ε *ᵥ G)).re) 0 := by
  refine (hartree_hasDerivAt hΩ ε S hS (cellDensity N τ Q ε) _ V
    (fun G hG => cellDensity_hasDerivAt N τ Q ε hε G (hQ G hG)) hV).congr_deriv ?_
  simp only [mul_neg, Complex.neg_re, Finset.sum_neg_distrib, sub_eq_add_neg]
```

Q: Give me a case that I can check in my head.

A: Uniform dilation, ε = 1. The trace is 3, and G·εG = |G|² turns the kernel term into

(4π/Ω) Σ_G |M_G|²/|G|² = 2E

so the first two terms give −3E + 2E = −E. That is the slope of a Coulomb energy scaling as 1/(1 + t) at fixed M. What remains is the augmentation term with εG = G:

E′ = −E − Σ_G Re( conj(V_G) Σ_a exp(−iG·τ_a) DQ_a(G)[G] )

With no atoms, or with each Q_a constant near every G in S, only −E is left. In the proof, `hs` is the 2E identity and `htr` the trace.

```lean
/-- Uniform dilation, `ε = 1`: for `Ω > 0`, nonzero `G` and differentiable `Q a`, the energy
derivative at `t = 0` is `-E` minus the potential acting on the radial derivatives `G·∇Q` of the
augmentation. -/
theorem dilation_virial {ι : Type*} [Fintype ι] {Ω : ℝ} (hΩ : 0 < Ω)
    (S : Finset Vec) (hS : ∀ G ∈ S, G ≠ 0)
    (N : Vec → ℂ) (τ : ι → Vec) (Q : ι → Vec → ℂ)
    (hQ : ∀ G ∈ S, ∀ a, DifferentiableAt ℝ (Q a) G)
    (V : Vec → ℂ) (hV : SolvesPoisson Ω S (cellDensity N τ Q 1 0) V) :
    HasDerivAt (hartreeEnergy Ω 1 S (cellDensity N τ Q 1))
      (-hartreeEnergy Ω 1 S (cellDensity N τ Q 1) 0
        - ∑ G ∈ S, (conj (V G) * ∑ a, phase G (τ a) * fderiv ℝ (Q a) G G).re) 0 := by
  refine (ultrasoft_hartree_stress hΩ 1 Matrix.transpose_one S hS N τ Q hQ V hV).congr_deriv ?_
  -- the kernel term is twice the energy
  have hs : 4 * π / Ω * ∑ G ∈ S, ‖cellDensity N τ Q 1 0 G‖ ^ 2 * (G ⬝ᵥ G) / (G ⬝ᵥ G) ^ 2 =
      2 * hartreeEnergy Ω 1 S (cellDensity N τ Q 1) 0 := by
    simp only [hartreeEnergy, zero_smul, add_zero, Matrix.det_one, mul_one, strainedG_zero,
      Finset.mul_sum]
    refine Finset.sum_congr rfl fun G hG => ?_
    have hq : G ⬝ᵥ G ≠ 0 := fun h => hS G hG (dotProduct_self_eq_zero.1 h)
    rw [pow_two (G ⬝ᵥ G), mul_div_mul_right _ _ hq]
    ring
  have htr : (1 : Strain).trace = 3 := by simp [Matrix.trace_one]
  rw [htr]
  simp only [Matrix.one_mulVec]
  linear_combination hs

end

end UltrasoftHartreeStress
```

```lean
#print axioms UltrasoftHartreeStress.ultrasoft_hartree_stress
-- 'UltrasoftHartreeStress.ultrasoft_hartree_stress' depends on axioms: [propext, Classical.choice, Quot.sound]
#print axioms UltrasoftHartreeStress.dilation_virial
-- 'UltrasoftHartreeStress.dilation_virial' depends on axioms: [propext, Classical.choice, Quot.sound]
```
